# Quasiparticle velocity from the Dyson equation and its exact difference from the on-shell value

Let a real self-energy $\Sigma(k,\omega)$ be differentiable at $(k_F,E(k_F))$ with $k_F>0$, and let the dispersion $E$ be differentiable at $k_F$ and satisfy $E(k)=k^2/2+\Sigma(k,E(k))$ near $k_F$. Write $A=(\partial\Sigma/\partial k)/k_F$ and $B=\partial\Sigma/\partial\omega$, both taken at $(k_F,E(k_F))$. If $B\neq 1$, then

$$\frac{E'(k_F)}{k_F}=\frac{1+A}{1-B},\qquad \frac{1+A}{1-B}-(1+A+B)=\frac{B(A+B)}{1-B},$$

where $1+A+B$ is the velocity, in units of the free value $k_F$, obtained by evaluating $\Sigma$ on the free dispersion shifted rigidly to pass through $E(k_F)$ at $k_F$. If $A$ and $B$ vanish at zero coupling and are differentiable in the coupling there, the difference is of second order or smaller.

For GW calculations on the electron gas, $\Sigma$ stands for the real part of the self-energy, and the exact formula gives the difference between the two ways of extracting a Fermi velocity, provided that the assumptions above hold for this real part. Units are $\hbar=m=1$, and isotropy reduces the momentum to one real variable.

In Lean 4 with Mathlib:

```lean
import Mathlib

open Filter Topology

namespace ElectronGasOnShell

noncomputable section
```

## Self-energy slopes and the two dispersions

The self-energy is a function `S` on pairs (momentum, frequency). Its derivative at $(k,\omega)$ is a linear map; applied to the direction $(1,0)$ and divided by $k$, it gives

$$A=\frac1k\,\frac{\partial\Sigma}{\partial k}.$$

```lean
/-- The momentum coefficient `A = (∂Σ/∂k)/k` of a self-energy at `(k, w)`, for `k ≠ 0`. -/
def momentumCoeff (S : ℝ × ℝ → ℝ) (k w : ℝ) : ℝ := fderiv ℝ S (k, w) (1, 0) / k
```

The direction $(0,1)$ gives the frequency slope $B=\partial\Sigma/\partial\omega$. The quasiparticle residue is $Z=1/(1-B)$, so $B\neq1$ is the condition that this expression be finite.

```lean
/-- The frequency coefficient `B = ∂Σ/∂ω` of a self-energy at `(k, w)`. -/
def freqCoeff (S : ℝ × ℝ → ℝ) (k w : ℝ) : ℝ := fderiv ℝ S (k, w) (0, 1)
```

A free electron has velocity $k$. Velocities are therefore measured by the ratio $E'(k)/k$, which equals $m/m^*$ when it is nonzero.

```lean
/-- The velocity `E'(k)` in units of the free-electron velocity `k`, for `k ≠ 0`. -/
def relVelocity (E : ℝ → ℝ) (k : ℝ) : ℝ := deriv E k / k
```

The on-shell scheme prescribes the frequency in $\Sigma$ at each $k$ instead of solving for it there; only the value at $k_F$ is taken from the Dyson equation. With $E_F=E(k_F)$, it uses

$$E_{\rm os}(k)=\frac{k^2}{2}+\Sigma\!\left(k,\ \frac{k^2}{2}+E_F-\frac{k_F^2}{2}\right).$$

```lean
/-- The on-shell energy: the self-energy is taken at the free dispersion, shifted rigidly
so that it passes through `EF` at `kF`. -/
def onShellEnergy (S : ℝ × ℝ → ℝ) (kF EF k : ℝ) : ℝ :=
  k ^ 2 / 2 + S (k, k ^ 2 / 2 + (EF - kF ^ 2 / 2))
```

The constant shift makes the inserted frequency equal to $E_F$ at $k_F$, so both schemes use the derivatives of $\Sigma$ at the same point. Without the shift, $\Sigma$ would be probed at $(k_F,k_F^2/2)$, where its slopes may be different.

The quasiparticle dispersion itself solves

$$E(k)=\frac{k^2}{2}+\Sigma(k,E(k))\quad\text{for } k \text{ near } k_F.$$

```lean
/-- `E` is a differentiable quasiparticle dispersion at `kF > 0`: it solves the Dyson equation
`E(k) = k²/2 + Σ(k, E(k))` near `kF`, with `Σ` differentiable at `(kF, E(kF))`. -/
structure IsQuasiparticle (S : ℝ × ℝ → ℝ) (E : ℝ → ℝ) (kF : ℝ) : Prop where
  pos : 0 < kF
  diffS : DifferentiableAt ℝ S (kF, E kF)
  diffE : DifferentiableAt ℝ E kF
  dyson : ∀ᶠ k in 𝓝 kF, E k = k ^ 2 / 2 + S (k, E k)
```

The field `dyson` states this equation on a neighbourhood of $k_F$, which is what allows it to be differentiated. The existence and differentiability of $E$ are assumed, not derived. Damping is absent because `S` is real, and nothing specific to GW enters. Bare exchange in the three-dimensional electron gas is excluded by `diffS`, since its momentum slope diverges logarithmically at $k_F$.

## Differentiating along a curve in momentum and frequency

The free term contributes

$$\frac{d}{dk}\frac{k^2}{2}=k.$$

```lean
/-- The free-electron energy `k²/2` has slope `k`. -/
theorem hasDerivAt_free (k : ℝ) : HasDerivAt (fun q : ℝ => q ^ 2 / 2) k k :=
  ((hasDerivAt_pow 2 k).div_const 2).congr_deriv (by norm_num)
```

Holding one argument of $\Sigma$ fixed recovers the usual partial derivatives:

$$kA=\left.\frac{d}{dq}\Sigma(q,\omega)\right|_{q=k},\qquad B=\left.\frac{d}{dv}\Sigma(k,v)\right|_{v=\omega}.$$

```lean
/-- For a differentiable self-energy, `A` and `B` are given by the ordinary partial derivatives
in momentum and in frequency. -/
theorem coeffs_eq_partials {S : ℝ × ℝ → ℝ} {k w : ℝ} (hS : DifferentiableAt ℝ S (k, w)) :
    momentumCoeff S k w = deriv (fun q => S (q, w)) k / k ∧
      freqCoeff S k w = deriv (fun v => S (k, v)) w := by
  have h1 : HasDerivAt (fun q => S (q, w)) (fderiv ℝ S (k, w) (1, 0)) k :=
    hS.hasFDerivAt.comp_hasDerivAt k ((hasDerivAt_id' k).prodMk (hasDerivAt_const k w))
  have h2 : HasDerivAt (fun v => S (k, v)) (fderiv ℝ S (k, w) (0, 1)) w :=
    hS.hasFDerivAt.comp_hasDerivAt w ((hasDerivAt_const w k).prodMk (hasDerivAt_id' w))
  exact ⟨by rw [h1.deriv, momentumCoeff], by rw [h2.deriv, freqCoeff]⟩
```

The proof composes the full derivative with the paths $q\mapsto(q,\omega)$ and $v\mapsto(k,v)$.

Now let the frequency follow a curve $g(k)$ with slope $v$. The chain rule gives

$$\frac{d}{dk}\left[\frac{k^2}{2}+\Sigma(k,g(k))\right]=k+\frac{\partial\Sigma}{\partial k}+\frac{\partial\Sigma}{\partial\omega}\,v=k(1+A)+Bv.$$

```lean
/-- The slope of `k²/2 + Σ(k, g(k))` when the frequency follows a curve `g` of slope `v`. -/
theorem hasDerivAt_along {S : ℝ × ℝ → ℝ} {g : ℝ → ℝ} {k v : ℝ} (hk : k ≠ 0)
    (hS : DifferentiableAt ℝ S (k, g k)) (hg : HasDerivAt g v k) :
    HasDerivAt (fun q => q ^ 2 / 2 + S (q, g q))
      (k * (1 + momentumCoeff S k (g k)) + freqCoeff S k (g k) * v) k := by
  have hp : HasDerivAt (fun q => (q, g q)) ((1 : ℝ), v) k := (hasDerivAt_id' k).prodMk hg
  have hc : HasDerivAt (fun q => S (q, g q)) (fderiv ℝ S (k, g k) (1, v)) k :=
    hS.hasFDerivAt.comp_hasDerivAt k hp
  -- split the total derivative into its momentum and frequency parts
  have hsplit : fderiv ℝ S (k, g k) (1, v)
      = fderiv ℝ S (k, g k) (1, 0) + v * fderiv ℝ S (k, g k) (0, 1) := by
    have e : ((1 : ℝ), v) = (1, 0) + v • ((0 : ℝ), (1 : ℝ)) := by simp
    rw [e, map_add, map_smul, smul_eq_mul]
  have hA : k * momentumCoeff S k (g k) = fderiv ℝ S (k, g k) (1, 0) :=
    mul_div_cancel₀ _ hk
  refine ((hasDerivAt_free k).fun_add hc).congr_deriv ?_
  rw [hsplit, freqCoeff]
  linear_combination -hA
```

In the proof, `hc` is the chain rule and `hsplit` uses linearity, through $(1,v)=(1,0)+v(0,1)$. The identity `hA` turns $kA$ back into $\partial\Sigma/\partial k$, which needs $k\neq0$.

## The Dyson velocity and the on-shell velocity

Take $g=E$. By the Dyson equation the differentiated expression is $E$ itself, so

$$E'(k_F)=k_F(1+A)+B\,E'(k_F).$$

Collecting the terms in $E'(k_F)$ and dividing by $k_F$ gives

$$(1-B)\,\frac{E'(k_F)}{k_F}=1+A.$$

```lean
/-- The quasiparticle velocity satisfies `(1 - B) E'(kF)/kF = 1 + A`. -/
theorem velocity_balance {S : ℝ × ℝ → ℝ} {E : ℝ → ℝ} {kF : ℝ} (h : IsQuasiparticle S E kF) :
    (1 - freqCoeff S kF (E kF)) * relVelocity E kF = 1 + momentumCoeff S kF (E kF) := by
  have hd := hasDerivAt_along h.pos.ne' h.diffS h.diffE.hasDerivAt
  have he : E =ᶠ[𝓝 kF] fun k => k ^ 2 / 2 + S (k, E k) := h.dyson
  have hE := he.deriv_eq.trans hd.deriv
  rw [relVelocity, ← mul_div_assoc, div_eq_iff h.pos.ne']
  linear_combination hE
```

Two functions that agree near $k_F$ have the same derivative there; `he.deriv_eq` supplies this step. The balance also holds at $B=1$, where it forces $A=-1$ and leaves the velocity undetermined.

For the on-shell scheme take $g(k)=k^2/2+E_F-k_F^2/2$, whose slope at $k_F$ is $k_F$. Then

$$E_{\rm os}'(k_F)=k_F(1+A)+Bk_F,\qquad \frac{E_{\rm os}'(k_F)}{k_F}=1+A+B.$$

```lean
/-- The on-shell energy has relative velocity `1 + A + B` at `kF`. -/
theorem onShell_velocity {S : ℝ × ℝ → ℝ} {kF EF : ℝ} (hk : kF ≠ 0)
    (hS : DifferentiableAt ℝ S (kF, EF)) :
    relVelocity (onShellEnergy S kF EF) kF
      = 1 + momentumCoeff S kF EF + freqCoeff S kF EF := by
  have h0 : kF ^ 2 / 2 + (EF - kF ^ 2 / 2) = EF := by ring
  have hg : HasDerivAt (fun q : ℝ => q ^ 2 / 2 + (EF - kF ^ 2 / 2)) kF kF :=
    (hasDerivAt_free kF).add_const _
  have hd := hasDerivAt_along (S := S) hk (by simpa only [h0] using hS) hg
  simp only [h0] at hd
  have hd' : deriv (onShellEnergy S kF EF) kF
      = kF * (1 + momentumCoeff S kF EF) + freqCoeff S kF EF * kF := hd.deriv
  rw [relVelocity, hd', div_eq_iff hk]
  ring
```

The equation `h0` records that the shifted free level passes through $E_F$. The rest is the same chain rule followed by division by $k_F$.

For $B\neq1$ the balance can be divided by $1-B$, and subtraction gives

$$\frac{1+A}{1-B}-(1+A+B)=\frac{(1+A)-(1+A+B)(1-B)}{1-B}=\frac{B(A+B)}{1-B},$$

because $(1+A+B)(1-B)=1+A-B(A+B)$.

```lean
/-- For `B ≠ 1` the quasiparticle velocity is `(1 + A)/(1 - B)` in free-electron units, and it
differs from the on-shell velocity by exactly `B (A + B)/(1 - B)`. -/
theorem dyson_sub_onShell {S : ℝ × ℝ → ℝ} {E : ℝ → ℝ} {kF : ℝ} (h : IsQuasiparticle S E kF)
    (hB : freqCoeff S kF (E kF) ≠ 1) :
    relVelocity E kF = (1 + momentumCoeff S kF (E kF)) / (1 - freqCoeff S kF (E kF)) ∧
      relVelocity E kF - relVelocity (onShellEnergy S kF (E kF)) kF
        = freqCoeff S kF (E kF) * (momentumCoeff S kF (E kF) + freqCoeff S kF (E kF))
          / (1 - freqCoeff S kF (E kF)) := by
  have hne : 1 - freqCoeff S kF (E kF) ≠ 0 := sub_ne_zero.2 hB.symm
  have hb := velocity_balance h
  constructor
  · rw [eq_div_iff hne]
    linear_combination hb
  · rw [onShell_velocity h.pos.ne' h.diffS, eq_div_iff hne]
    linear_combination hb
```

The conclusion of `dyson_sub_onShell` has two parts: the first is the Dyson velocity, the second the difference in the order Dyson minus on-shell. Both are proved by clearing the denominator and applying the balance; the second also uses `onShell_velocity`.

## When the schemes agree and which one departs further

With $1-B\neq0$, the fraction vanishes only if its numerator does:

$$\frac{B(A+B)}{1-B}=0\iff B=0\ \text{ or }\ A+B=0.$$

The first case is a self-energy with no frequency slope at the Fermi point. In the second, the two slopes cancel and both schemes return the free velocity.

```lean
/-- For `B ≠ 1` the Dyson and on-shell velocities agree exactly when `B = 0` or `A + B = 0`. -/
theorem dyson_eq_onShell_iff {S : ℝ × ℝ → ℝ} {E : ℝ → ℝ} {kF : ℝ}
    (h : IsQuasiparticle S E kF) (hB : freqCoeff S kF (E kF) ≠ 1) :
    relVelocity E kF = relVelocity (onShellEnergy S kF (E kF)) kF ↔
      freqCoeff S kF (E kF) = 0 ∨
        momentumCoeff S kF (E kF) + freqCoeff S kF (E kF) = 0 := by
  have hne : 1 - freqCoeff S kF (E kF) ≠ 0 := sub_ne_zero.2 hB.symm
  rw [← sub_eq_zero, (dyson_sub_onShell h hB).2, div_eq_zero_iff, mul_eq_zero]
  exact or_iff_left hne
```

Measured from the free value $1$, the departures are

$$\frac{E'(k_F)}{k_F}-1=\frac{A+B}{1-B},\qquad \frac{E_{\rm os}'(k_F)}{k_F}-1=A+B.$$

The on-shell departure is thus $1-B$ times the Dyson departure. If $B<0$, which corresponds to $0<Z<1$, this factor exceeds $1$, and the on-shell scheme overstates the change of velocity whenever $A+B\neq0$.

```lean
/-- If `B < 0` and `A + B ≠ 0`, the on-shell velocity lies farther from the free-electron
velocity than the Dyson velocity does. -/
theorem onShell_overstates {S : ℝ × ℝ → ℝ} {E : ℝ → ℝ} {kF : ℝ} (h : IsQuasiparticle S E kF)
    (hB : freqCoeff S kF (E kF) < 0)
    (hAB : momentumCoeff S kF (E kF) + freqCoeff S kF (E kF) ≠ 0) :
    |relVelocity E kF - 1| < |relVelocity (onShellEnergy S kF (E kF)) kF - 1| := by
  have hb := velocity_balance h
  -- the on-shell departure is the Dyson departure enlarged by the factor 1 - B
  have e : relVelocity (onShellEnergy S kF (E kF)) kF - 1
      = (1 - freqCoeff S kF (E kF)) * (relVelocity E kF - 1) := by
    rw [onShell_velocity h.pos.ne' h.diffS]
    linear_combination -hb
  have hpos : 0 < |relVelocity E kF - 1| := by
    refine abs_pos.2 fun h0 => hAB ?_
    linear_combination (1 - freqCoeff S kF (E kF)) * h0 - hb
  rw [e, abs_mul, abs_of_pos (by linarith : 0 < 1 - freqCoeff S kF (E kF))]
  nlinarith [mul_pos (neg_pos.2 hB) hpos]
```

The factor $1-B$ appears in `e`. The fact that the Dyson departure is nonzero comes from $A+B\neq0$, and the last line uses $-B>0$ to make the inequality strict.

## The order of the difference in the coupling

Let the self-energy $\Sigma_g$ depend on a coupling $g$, now a number and no longer a curve, with $\Sigma_0=0$. Let $A(g)$ and $B(g)$ be its coefficients at $(k_F,E_g(k_F))$, with slopes $a$ and $b$ at $g=0$. Both coefficients vanish at $g=0$, so $A(g)/g\to a$, $B(g)/g\to b$ and $B(g)\to0$. Hence

$$\frac{1}{g^2}\,\frac{B(g)\,(A(g)+B(g))}{1-B(g)}=\frac{\dfrac{B(g)}{g}\left(\dfrac{A(g)}{g}+\dfrac{B(g)}{g}\right)}{1-B(g)}\longrightarrow b(a+b).$$

```lean
/-- Let the self-energy vanish at coupling `g = 0`, and let `A` and `B` have slopes `a` and `b`
in `g` there. Then the Dyson velocity minus the on-shell velocity, divided by `g²`, tends to
`b (a + b)` as `g → 0`. -/
theorem difference_second_order {S : ℝ → ℝ × ℝ → ℝ} {E : ℝ → ℝ → ℝ} {kF a b : ℝ}
    (h0 : S 0 = fun _ => 0) (h : ∀ᶠ g in 𝓝[≠] (0 : ℝ), IsQuasiparticle (S g) (E g) kF)
    (hA : HasDerivAt (fun g => momentumCoeff (S g) kF (E g kF)) a 0)
    (hB : HasDerivAt (fun g => freqCoeff (S g) kF (E g kF)) b 0) :
    Tendsto (fun g => (relVelocity (E g) kF
      - relVelocity (onShellEnergy (S g) kF (E g kF)) kF) / g ^ 2)
      (𝓝[≠] 0) (𝓝 (b * (a + b))) := by
  have A0 : momentumCoeff (S 0) kF (E 0 kF) = 0 := by simp [momentumCoeff, h0]
  have B0 : freqCoeff (S 0) kF (E 0 kF) = 0 := by simp [freqCoeff, h0]
  have tA := hasDerivAt_iff_tendsto_slope_zero.1 hA
  have tB := hasDerivAt_iff_tendsto_slope_zero.1 hB
  simp only [zero_add, A0, sub_zero, smul_eq_mul] at tA
  simp only [zero_add, B0, sub_zero, smul_eq_mul] at tB
  have t := hB.continuousAt.tendsto
  simp only [B0] at t
  have tB0 := t.mono_left (nhdsWithin_le_nhds (s := {(0 : ℝ)}ᶜ))
  have l := (tB.mul (tA.add tB)).div (tB0.const_sub 1) (by norm_num)
  rw [sub_zero, div_one] at l
  refine l.congr' ?_
  filter_upwards [h, tB0.eventually_ne zero_ne_one, self_mem_nhdsWithin] with g hg hb hg0
  have hg1 : g ≠ 0 := hg0
  have hne : 1 - freqCoeff (S g) kF (E g kF) ≠ 0 := sub_ne_zero.2 hb.symm
  rw [(dyson_sub_onShell hg hb).2]
  simp only [Pi.div_apply]
  field_simp
```

The Fermi momentum is held fixed, and the quasiparticle conditions are required only for small nonzero $g$. The limits `tA` and `tB` are the two difference quotients, and `tB0` ensures $B(g)\neq1$ near $g=0$, so that the exact difference applies. If $b(a+b)=0$, the difference is smaller than second order. Linear behaviour of $A$ and $B$ in the coupling is a hypothesis here; it stands for a regular weak-coupling expansion of the slopes at the Fermi point. The three-dimensional Coulomb gas does not satisfy it with $g=r_s$, the density parameter, because the high-density expansion of its Fermi velocity, in units of the free value, contains a term proportional to $r_s\ln r_s$.

## A self-energy with prescribed slopes

For any real $a$ and any $b\neq1$, now the coefficients of a model self-energy, take

$$\Sigma(k,\omega)=a\,\frac{k^2}{2}+b\,\omega.$$

The Dyson equation is then linear in $E$:

$$(1-b)E(k)=(1+a)\frac{k^2}{2},\qquad E(k)=\frac{1+a}{1-b}\,\frac{k^2}{2}.$$

The partial derivatives at $k_F$ are $ak_F$ and $b$, so $A=a$ and $B=b$.

```lean
/-- The self-energy `a k²/2 + b ω` with `b ≠ 1` has the quasiparticle dispersion
`((1 + a)/(1 - b)) k²/2`, and its coefficients are `A = a` and `B = b`. -/
theorem isQuasiparticle_witness {a b kF : ℝ} (hk : 0 < kF) (hb : b ≠ 1) :
    let S : ℝ × ℝ → ℝ := fun p => a * (p.1 ^ 2 / 2) + b * p.2
    let E : ℝ → ℝ := fun k => (1 + a) / (1 - b) * (k ^ 2 / 2)
    IsQuasiparticle S E kF ∧ momentumCoeff S kF (E kF) = a ∧ freqCoeff S kF (E kF) = b := by
  intro S E
  have hS : DifferentiableAt ℝ S (kF, E kF) := by
    unfold S
    fun_prop
  have hc : (1 + a) / (1 - b) * (1 - b) = 1 + a :=
    div_mul_cancel₀ _ (sub_ne_zero.2 hb.symm)
  have h1 : HasDerivAt (fun q => S (q, E kF)) (a * kF) kF :=
    ((hasDerivAt_free kF).const_mul a).add_const (b * E kF)
  have h2 : HasDerivAt (fun v => S (kF, v)) (b * 1) (E kF) :=
    ((hasDerivAt_id' (E kF)).const_mul b).const_add (a * (kF ^ 2 / 2))
  refine ⟨⟨hk, hS, ((hasDerivAt_free kF).const_mul _).differentiableAt,
    Eventually.of_forall fun k => ?_⟩, ?_, ?_⟩
  · change (1 + a) / (1 - b) * (k ^ 2 / 2)
      = k ^ 2 / 2 + (a * (k ^ 2 / 2) + b * ((1 + a) / (1 - b) * (k ^ 2 / 2)))
    linear_combination (k ^ 2 / 2) * hc
  · rw [(coeffs_eq_partials hS).1, h1.deriv, mul_div_cancel_right₀ a hk.ne']
  · rw [(coeffs_eq_partials hS).2, h2.deriv, mul_one]

end

end ElectronGasOnShell
```

Every pair $(A,B)$ with $B\neq1$ is therefore realised by some self-energy and dispersion satisfying `IsQuasiparticle`. The proof checks the Dyson equation at every $k$ and reads off the coefficients with `coeffs_eq_partials`. The model is algebraic: it is not derived from an electron-electron interaction, and some choices of $a$ and $b$ give a flat or inverted band.

```lean
#print axioms ElectronGasOnShell.dyson_sub_onShell
#print axioms ElectronGasOnShell.dyson_eq_onShell_iff
#print axioms ElectronGasOnShell.onShell_overstates
#print axioms ElectronGasOnShell.difference_second_order
```

```
'ElectronGasOnShell.dyson_sub_onShell' depends on axioms: [propext, Classical.choice, Quot.sound]
'ElectronGasOnShell.dyson_eq_onShell_iff' depends on axioms: [propext, Classical.choice, Quot.sound]
'ElectronGasOnShell.onShell_overstates' depends on axioms: [propext, Classical.choice, Quot.sound]
'ElectronGasOnShell.difference_second_order' depends on axioms: [propext, Classical.choice, Quot.sound]
```
